# An exponentially decaying coupling leaves a one-pair response energy without the −1/R charge-transfer tail

A linear-response calculation of a charge-transfer state starts from the orbital gap between donor and acceptor, adds a kernel matrix element, and solves for the excitation energy. Repeating this at growing separation R shows whether the energy follows the attraction between the electron and the hole it leaves behind. For one excitation with a fixed gap, it cannot do so if the matrix element is exponentially small in R, as is expected of a semilocal kernel when the donor and acceptor orbitals barely overlap.

## The energy shift and its large-distance limit

Let D > 0 be the orbital gap and K the coupling: the matrix element of the Hartree and exchange-correlation kernel for the excitation, with any spin factor included. The response matrix has the rows

(D + K, K)
(−K, −(D + K))

and, when D² + 2DK ≥ 0, its non-negative eigenvalue is

ω = √(D² + 2DK).

Its shift from the gap satisfies

(ω − D)(ω + D) = 2DK, |ω − D| ≤ 2|K|.

Now let K depend on R, with |K(R)| ≤ C exp(−aR) at large R for constants a > 0 and C. Then

R(ω(R) − D) → 0.

The charge-transfer energy with the same gap, in atomic units, is

Ω(R) = D − 1/R,

for which R(Ω(R) − D) = −1. The response energy therefore lies above Ω by 1/R to leading order.

## Reading a distance scan

In a scan, the quantity to tabulate is R(ω − D), with D taken from the same calculation as ω. If the coupling decays exponentially and the gap is constant, values approaching 0 are what the equations predict, and they give no reason to suspect the eigensolver. For this matrix with a constant gap, an exact ω gives values approaching −1 only if R·K(R) → −1. If K(R) has no such tail, values that settle at −1 as R grows point to a numerical error or to a calculation outside this model, for instance one with nonlocal exchange.

The product identity also gives a better way to compute the shift. When K is small, ω − D subtracts two nearly equal numbers, whereas 2DK/(ω + D) avoids that subtraction.

## From the determinant to the missing 1/R

For a trial eigenvalue x, the determinant of the response matrix minus x times the identity is

(D + K − x)(−(D + K) − x) + K²
= x² − (D + K)² + K²
= x² − (D² + 2DK).

Setting it to zero and taking x ≥ 0 gives ω. Since ω² − D² = 2DK, factorising the left side gives the product identity. Taking absolute values, and using ω ≥ 0, gives

D|ω − D| ≤ (ω + D)|ω − D| = 2D|K|,

and division by D gives the bound.

For the tails, note first that if R·f(R) has a finite limit L, then f(R) = (1/R)(R·f(R)) → 0·L = 0.

Suppose R(ω − D) → L. Then ω → D, so ω is eventually positive, the radicand is positive too, and the product identity applies:

R·K = R(ω − D)(ω + D)/(2D) → L·2D/(2D) = L.

Conversely, suppose R·K → L. Then K → 0, and continuity of the square root gives ω → √(D²) = D. The radicand is again eventually positive, and

R(ω − D) = 2D·R·K/(ω + D) → 2D·L/(2D) = L.

So the energy shift has the tail L/R exactly when the coupling does. For the exponentially bounded coupling, put t = aR. Since exp(t) ≥ t²/2 for t > 0,

R|K| ≤ C·R·exp(−aR) = (C/a)·t·exp(−t) ≤ (C/a)(2/t) → 0.

Hence L = 0. Subtracting the charge-transfer tail gives

R(ω − Ω) = R(ω − D) − R(Ω − D) → 0 − (−1) = 1.

A coupling that does produce the attraction can be written down:

K = −1/R + 1/(2DR²),
D² + 2DK = D² − 2D/R + 1/R² = (D − 1/R)².

If R > 0 and DR ≥ 1, then D − 1/R ≥ 0, and the square root is D − 1/R itself.

## The Lean file

```lean
import Mathlib

open Filter Topology

namespace ChargeTransferResponse

/-- The response matrix of a single excitation with orbital gap `D` and coupling `K`;
its two rows belong to excitation and de-excitation. -/
def responseMatrix (D K : ℝ) : Matrix (Fin 2) (Fin 2) ℝ :=
  !![D + K, K; -K, -(D + K)]

/-- The response excitation energy `√(D² + 2DK)`, meant for `D² + 2DK ≥ 0`. -/
noncomputable def responseEnergy (D K : ℝ) : ℝ := Real.sqrt (D ^ 2 + 2 * D * K)

/-- The charge-transfer energy `D - 1/R` at donor-acceptor distance `R ≠ 0`:
the gap lowered by the electron-hole attraction, in atomic units. -/
noncomputable def chargeTransferEnergy (D R : ℝ) : ℝ := D - 1 / R

/-- If `D² + 2DK ≥ 0`, a non-negative number is an eigenvalue of the response matrix
exactly when it is the response excitation energy. -/
theorem eigenvalue_iff {D K x : ℝ} (h : 0 ≤ D ^ 2 + 2 * D * K) (hx : 0 ≤ x) :
    (responseMatrix D K - x • (1 : Matrix (Fin 2) (Fin 2) ℝ)).det = 0 ↔
      x = responseEnergy D K := by
  have hdet : (responseMatrix D K - x • (1 : Matrix (Fin 2) (Fin 2) ℝ)).det
      = x ^ 2 - (D ^ 2 + 2 * D * K) := by
    rw [Matrix.det_fin_two]
    simp [responseMatrix]
    ring
  rw [hdet, responseEnergy]
  constructor
  · intro h0
    rw [← sub_eq_zero.mp h0, Real.sqrt_sq hx]
  · intro h0
    rw [h0, Real.sq_sqrt h, sub_self]

/-- If `D² + 2DK ≥ 0`, the shift of the response energy from the gap, times the sum of
the two energies, equals `2DK`. -/
theorem shift_mul_sum {D K : ℝ} (h : 0 ≤ D ^ 2 + 2 * D * K) :
    (responseEnergy D K - D) * (responseEnergy D K + D) = 2 * D * K := by
  have hs := Real.sq_sqrt h
  unfold responseEnergy
  linear_combination hs

/-- For a positive gap and `D² + 2DK ≥ 0`, the response correction to the gap is at most
twice the coupling in magnitude. -/
theorem abs_shift_le {D K : ℝ} (hD : 0 < D) (h : 0 ≤ D ^ 2 + 2 * D * K) :
    |responseEnergy D K - D| ≤ 2 * |K| := by
  have hw : 0 ≤ responseEnergy D K := Real.sqrt_nonneg _
  have hs := congrArg abs (shift_mul_sum h)
  rw [abs_mul, abs_mul, abs_of_pos (by linarith : 0 < responseEnergy D K + D),
    abs_of_pos (by linarith : 0 < 2 * D)] at hs
  refine le_of_mul_le_mul_right ?_ hD
  nlinarith [mul_nonneg (abs_nonneg (responseEnergy D K - D)) hw]

/-- A quantity whose product with the distance `R` has a finite limit vanishes at large
distance. -/
theorem tendsto_zero_of_tail {f : ℝ → ℝ} {L : ℝ}
    (h : Tendsto (fun R => R * f R) atTop (𝓝 L)) : Tendsto f atTop (𝓝 0) := by
  have h0 : Tendsto (fun R : ℝ => R⁻¹ * (R * f R)) atTop (𝓝 0) := by
    simpa only [zero_mul] using tendsto_inv_atTop_zero.mul h
  refine h0.congr' ?_
  filter_upwards [eventually_gt_atTop 0] with R hR
  exact inv_mul_cancel_left₀ hR.ne' _

/-- For a positive gap, the response correction has the tail `L/R` at large distance
exactly when the coupling itself has the tail `L/R`. -/
theorem tail_iff {D : ℝ} (hD : 0 < D) (K : ℝ → ℝ) (L : ℝ) :
    Tendsto (fun R => R * (responseEnergy D (K R) - D)) atTop (𝓝 L) ↔
      Tendsto (fun R => R * K R) atTop (𝓝 L) := by
  constructor
  · intro h
    -- the response energy approaches the gap, so the radicand is eventually positive
    have hw : Tendsto (fun R => responseEnergy D (K R)) atTop (𝓝 D) := by
      simpa only [sub_add_cancel, zero_add] using (tendsto_zero_of_tail h).add_const D
    have lim := (h.mul (hw.add_const D)).div_const (2 * D)
    have hL : L * (D + D) / (2 * D) = L := by
      rw [div_eq_iff (by positivity)]
      ring
    rw [hL] at lim
    refine lim.congr' ?_
    filter_upwards [hw.eventually (lt_mem_nhds hD)] with R hR
    have hs := shift_mul_sum (Real.sqrt_pos.mp hR).le
    rw [div_eq_iff (by positivity)]
    linear_combination R * hs
  · intro h
    -- the coupling vanishes, and the response energy is continuous in the coupling
    have hcont : Continuous (fun k => responseEnergy D k) :=
      Real.continuous_sqrt.comp (by fun_prop : Continuous fun k : ℝ => D ^ 2 + 2 * D * k)
    have h0 : responseEnergy D 0 = D := by
      simp [responseEnergy, Real.sqrt_sq hD.le]
    have hw : Tendsto (fun R => responseEnergy D (K R)) atTop (𝓝 D) := by
      have hc := (hcont.tendsto 0).comp (tendsto_zero_of_tail h)
      simpa only [h0, Function.comp_def] using hc
    have lim := (h.const_mul (2 * D)).div (hw.add_const D) (by positivity)
    have hL : 2 * D * L / (D + D) = L := by
      rw [div_eq_iff (by positivity)]
      ring
    rw [hL] at lim
    refine lim.congr' ?_
    filter_upwards [hw.eventually (lt_mem_nhds hD)] with R hR
    have hs := shift_mul_sum (Real.sqrt_pos.mp hR).le
    have hp : 0 < responseEnergy D (K R) + D := by linarith
    change 2 * D * (R * K R) / (responseEnergy D (K R) + D) = _
    rw [div_eq_iff hp.ne']
    linear_combination (-R) * hs

/-- For a positive gap and a coupling that is exponentially small at large distance,
the response correction to the gap vanishes faster than `1/R`. -/
theorem semilocal_tail {D a C : ℝ} (hD : 0 < D) (ha : 0 < a) {K : ℝ → ℝ}
    (hK : ∀ᶠ R in atTop, |K R| ≤ C * Real.exp (-(a * R))) :
    Tendsto (fun R => R * (responseEnergy D (K R) - D)) atTop (𝓝 0) := by
  rw [tail_iff hD]
  -- exponential decay beats the factor `R`
  have h1 := (Real.tendsto_pow_mul_exp_neg_atTop_nhds_zero 1).comp
    (tendsto_id.const_mul_atTop ha)
  have h2 : Tendsto (fun R : ℝ => C / a * ((a * R) ^ 1 * Real.exp (-(a * R))))
      atTop (𝓝 0) := by
    have h3 := h1.const_mul (C / a)
    rw [mul_zero] at h3
    exact h3
  refine squeeze_zero_norm' ?_ h2
  filter_upwards [hK, eventually_gt_atTop 0] with R hR hpos
  rw [Real.norm_eq_abs, abs_mul, abs_of_pos hpos]
  have hc : C / a * a = C := div_mul_cancel₀ C ha.ne'
  calc R * |K R| ≤ R * (C * Real.exp (-(a * R))) :=
        mul_le_mul_of_nonneg_left hR hpos.le
    _ = C / a * ((a * R) ^ 1 * Real.exp (-(a * R))) := by
        linear_combination (-(R * Real.exp (-(a * R)))) * hc

/-- The charge-transfer energy differs from the gap by a tail `-1/R`. -/
theorem chargeTransfer_tail (D : ℝ) :
    Tendsto (fun R => R * (chargeTransferEnergy D R - D)) atTop (𝓝 (-1)) := by
  refine tendsto_const_nhds.congr' ?_
  filter_upwards [eventually_gt_atTop 0] with R hR
  have h1 : R * (1 / R) = 1 := mul_one_div_cancel hR.ne'
  unfold chargeTransferEnergy
  linear_combination h1

/-- For a positive gap and a coupling that is exponentially small at large distance, the
response energy exceeds the charge-transfer energy by `1/R` to leading order. -/
theorem missing_attraction {D a C : ℝ} (hD : 0 < D) (ha : 0 < a) {K : ℝ → ℝ}
    (hK : ∀ᶠ R in atTop, |K R| ≤ C * Real.exp (-(a * R))) :
    Tendsto (fun R => R * (responseEnergy D (K R) - chargeTransferEnergy D R))
      atTop (𝓝 1) := by
  have h := (semilocal_tail hD ha hK).sub (chargeTransfer_tail D)
  rw [zero_sub, neg_neg] at h
  refine h.congr fun R => ?_
  ring

/-- For a positive gap and a distance `R > 0` with `DR ≥ 1`, the long-range coupling
`-1/R + 1/(2DR²)` reproduces the charge-transfer energy exactly. -/
theorem exact_coupling {D R : ℝ} (hD : 0 < D) (hR : 0 < R) (h : 1 ≤ D * R) :
    responseEnergy D (-1 / R + 1 / (2 * D * R ^ 2)) = chargeTransferEnergy D R := by
  -- this coupling completes the square under the root
  have e : D ^ 2 + 2 * D * (-1 / R + 1 / (2 * D * R ^ 2)) = (D - 1 / R) ^ 2 := by
    field_simp
    ring
  have hn : 0 ≤ D - 1 / R := sub_nonneg.mpr ((div_le_iff₀ hR).mpr h)
  unfold responseEnergy chargeTransferEnergy
  rw [e, Real.sqrt_sq hn]

end ChargeTransferResponse
```

```lean
#print axioms ChargeTransferResponse.abs_shift_le
-- 'ChargeTransferResponse.abs_shift_le' depends on axioms: [propext, Classical.choice, Quot.sound]
#print axioms ChargeTransferResponse.chargeTransfer_tail
-- 'ChargeTransferResponse.chargeTransfer_tail' depends on axioms: [propext, Classical.choice, Quot.sound]
#print axioms ChargeTransferResponse.missing_attraction
-- 'ChargeTransferResponse.missing_attraction' depends on axioms: [propext, Classical.choice, Quot.sound]
#print axioms ChargeTransferResponse.exact_coupling
-- 'ChargeTransferResponse.exact_coupling' depends on axioms: [propext, Classical.choice, Quot.sound]
```

## What the statements say about the model

`responseMatrix D K` is the 2 × 2 matrix above, `responseEnergy D K` is ω, and `chargeTransferEnergy D R` is Ω. The theorem `eigenvalue_iff` connects the first two: for a non-negative radicand, a non-negative x makes the determinant vanish exactly when it equals ω.

In the limit theorems, `K : ℝ → ℝ` is an arbitrary function of distance, with no continuity assumed. `Tendsto … atTop (𝓝 L)` means convergence to L as R → ∞. The hypothesis `∀ᶠ R in atTop, |K R| ≤ C * Real.exp (-(a * R))` asks for the bound only beyond some distance, so short-range behaviour is free. No sign condition on C is needed.

`semilocal_tail` is the zero limit, and `missing_attraction` is the limit 1 for R(ω − Ω). `tail_iff` is the equivalence for every real L. `exact_coupling` holds at each individual distance with DR ≥ 1.

For a negative radicand the matrix has imaginary eigenvalues, while Lean's real square root returns 0. This doesn't affect the limits, because in both directions of `tail_iff` the radicand is shown to be positive at large R.

## How Lean reaches the limits

`eigenvalue_iff` expands the determinant with `Matrix.det_fin_two` and `ring`, then passes between x² and the square root. `shift_mul_sum` is the factorisation, obtained from the squared root by `linear_combination`. `abs_shift_le` takes absolute values of that identity; `nlinarith` supplies the step that discards the non-negative term ω|ω − D|. The limit theorems do not use this bound, since they go through the equivalence.

`tendsto_zero_of_tail` multiplies by `R⁻¹`, as in the derivation. In each half of `tail_iff`, `hw` records that ω → D. The line with `lt_mem_nhds hD` turns this into ω > 0 at large R, and `Real.sqrt_pos` then yields the positive radicand. The limit of the quotient is computed first, and `congr'` replaces the quotient by the wanted expression where the two agree.

`semilocal_tail` rewrites its goal with `tail_iff`, leaving R·K(R) → 0. Mathlib's limit for t·exp(−t) takes the place of the elementary estimate above, and `squeeze_zero_norm'` completes the comparison. `chargeTransfer_tail` handles the constant −1, and `missing_attraction` subtracts the two limits. `exact_coupling` completes the square with `field_simp` and `ring`.

## Fixed gap, single pair, assumed decay

The exponential bound is a hypothesis. It stands for the vanishing overlap of donor and acceptor orbitals, and no functional or orbital is constructed from which it would follow. For a production code, the decay of the computed matrix elements has to be established separately.

The gap D does not vary with R and is shared by ω and Ω. The comparison therefore isolates the response correction; an error in the orbital gap itself would come on top. With semilocal functionals the orbital gap is usually smaller than the donor's ionisation energy minus the acceptor's electron affinity, so a computed charge-transfer energy can be too low even though it lies above Ω. The −1/R term treats electron and hole as point charges, without polarisation or finite-size corrections.

There is one excitation, with no mixing with others, and K does not depend on frequency. The same K appears in the diagonal and off-diagonal entries, as for a multiplicative kernel with real orbitals. Nonlocal exchange contributes differently to these entries and needs a different matrix. Likewise, `exact_coupling` gives a value of K that reproduces the charge-transfer energy, and supplies no kernel that produces this value.

The limits give no distance at which a scan must have converged. At a single distance, `abs_shift_le` bounds the shift by 2|K| whenever the radicand is non-negative. All statements concern real numbers, so rounding in a computed ω, which R(ω − D) multiplies by R, must be assessed separately.
